# The origin is not an attracting equilibrium of a symplectic linear time step

A system with $d\ge 1$ degrees of freedom has phase-space vectors $x=(q,p)$, positions first. One step of a linear integrator is $x\mapsto Sx$ with a real matrix $S$. It is symplectic if

$$S^TJS=J,\qquad J=\begin{pmatrix}0&1\\-1&0\end{pmatrix}.$$

The area of two vectors is $\omega(x,y)=x\cdot Jy=q_x\cdot p_y-p_x\cdot q_y$. Can every orbit of such a scheme that starts near the origin of phase space, with any small positions and momenta, decay to the origin? It cannot, and $S^k\not\to0$.

## Conserved area forbids attraction

If $S$ and $T$ are symplectic, so is their product:
$$(ST)^TJ(ST)=T^T(S^TJS)T=T^TJT=J.$$
Since $S^0=1$ is symplectic, induction gives every power $S^k$. Areas are conserved:
$$\omega(Sx,Sy)=x^TS^TJSy=\omega(x,y).$$

If $S^kx\to0$ and $S^ky\to0$, continuity gives
$$\omega(x,y)=\omega(S^kx,S^ky)\to\omega(0,0)=0.$$

Suppose all orbits starting in some neighbourhood of the origin decay. For any $x$, choose $t\ne0$ so small that $tx$ lies in it. Then $S^kx=t^{-1}S^k(tx)\to0$, so every orbit decays and every area vanishes. But a unit position vector and its conjugate unit momentum vector have area $1$, a contradiction. If $S^k\to0$, then $S^kx\to0$ for every $x$, which has just been excluded.

## Velocity Verlet for harmonic forces

In a molecular dynamics run near an energy minimum, let $q$ be the displacement from it and approximate the forces as harmonic. A velocity Verlet step of length $h$ then updates $p$ by $-\tfrac h2Kq$, then $q$ by $hWp$, then $p$ by $-\tfrac h2Kq$ with the new $q$. Here $K$ is the stiffness matrix and $W$ the inverse-mass matrix, usually written $M^{-1}$. For a kick $A$ of length $a=h/2$ and a drift $D$ of length $h$,

$$A^TJA=\begin{pmatrix}a(K^T-K)&1\\-1&0\end{pmatrix},\qquad
D^TJD=\begin{pmatrix}0&1\\-1&h(W^T-W)\end{pmatrix}.$$

Both equal $J$ when $K$ and $W$ are symmetric, so the full step is symplectic. For harmonic forces, then, plain velocity Verlet does not relax all nearby states to the minimum, whatever the time step.

Take $d=1$ and $W=K=h=1$:

$$S=\begin{pmatrix}1/2&1\\-3/4&1/2\end{pmatrix},\qquad
(1,0)\mapsto(\tfrac12,-\tfrac34)\mapsto(-\tfrac12,-\tfrac34)\mapsto(-1,0).$$

Three more steps return to $(1,0)$. Also $(0,1)\mapsto(1,\tfrac12)$, and the area after one step is $\tfrac12\cdot\tfrac12+\tfrac34\cdot1=1$, as at the start.

## Phase space and area in Lean

The letter `n` denotes a finite type that labels the degrees of freedom, not their number.

```lean
import Mathlib

open Matrix Filter Topology

namespace SymplecticNoAttractor

noncomputable section

variable {n : Type*} [Fintype n] [DecidableEq n]
```

In `n ⊕ n`, `Sum.inl i` labels position $i$ and `Sum.inr i` its conjugate momentum.

```lean
/-- The standard symplectic matrix `J` on phase space, in blocks of positions and momenta. -/
def stdJ (m : Type*) [DecidableEq m] : Matrix (m ⊕ m) (m ⊕ m) ℝ :=
  fromBlocks 0 1 (-1) 0

/-- A linear time step `S` on phase space is symplectic if `Sᵀ J S = J`. -/
def IsSymplectic (S : Matrix (n ⊕ n) (n ⊕ n) ℝ) : Prop :=
  Sᵀ * stdJ n * S = stdJ n

/-- The symplectic area `x · J y` spanned by two phase-space vectors. -/
def area (x y : n ⊕ n → ℝ) : ℝ := x ⬝ᵥ (stdJ n *ᵥ y)
```

## Powers and conservation

The next three proofs are the matrix calculations above, with induction on `k` for the powers.

```lean
/-- Two symplectic steps performed one after the other form a symplectic step. -/
theorem IsSymplectic.mul {S T : Matrix (n ⊕ n) (n ⊕ n) ℝ}
    (hS : IsSymplectic S) (hT : IsSymplectic T) : IsSymplectic (S * T) := by
  unfold IsSymplectic at *
  calc (S * T)ᵀ * stdJ n * (S * T) = Tᵀ * (Sᵀ * stdJ n * S) * T := by
        rw [Matrix.transpose_mul]
        simp only [Matrix.mul_assoc]
    _ = stdJ n := by rw [hS, hT]

/-- Every power of a symplectic matrix is symplectic. -/
theorem IsSymplectic.pow {S : Matrix (n ⊕ n) (n ⊕ n) ℝ}
    (hS : IsSymplectic S) (k : ℕ) : IsSymplectic (S ^ k) := by
  induction k with
  | zero => simp [IsSymplectic]
  | succ k ih =>
    rw [pow_succ]
    exact ih.mul hS

/-- A symplectic step preserves the symplectic area of any two phase-space vectors. -/
theorem IsSymplectic.area_eq {S : Matrix (n ⊕ n) (n ⊕ n) ℝ}
    (hS : IsSymplectic S) (x y : n ⊕ n → ℝ) : area (S *ᵥ x) (S *ᵥ y) = area x y := by
  unfold IsSymplectic at hS
  unfold area
  calc (S *ᵥ x) ⬝ᵥ (stdJ n *ᵥ (S *ᵥ y))
      = (x ᵥ* Sᵀ) ⬝ᵥ (stdJ n *ᵥ (S *ᵥ y)) := by rw [Matrix.vecMul_transpose]
    _ = x ⬝ᵥ ((Sᵀ * stdJ n * S) *ᵥ y) := by
        rw [← Matrix.dotProduct_mulVec]
        simp only [Matrix.mulVec_mulVec, Matrix.mul_assoc]
    _ = x ⬝ᵥ (stdJ n *ᵥ y) := by rw [hS]
```

## From decaying orbits to a contradiction

`Tendsto … atTop (𝓝 0)` says that an orbit decays. In the proof, `lim` is the continuity step and `const` the conservation of area; uniqueness of limits then equates the two values.

```lean
/-- If two orbits of a symplectic linear scheme both decay to zero, their initial states
span zero symplectic area. -/
theorem IsSymplectic.area_eq_zero_of_decay {S : Matrix (n ⊕ n) (n ⊕ n) ℝ}
    (hS : IsSymplectic S) {x y : n ⊕ n → ℝ}
    (hx : Tendsto (fun k : ℕ => S ^ k *ᵥ x) atTop (𝓝 0))
    (hy : Tendsto (fun k : ℕ => S ^ k *ᵥ y) atTop (𝓝 0)) : area x y = 0 := by
  have hcont : Continuous fun p : (n ⊕ n → ℝ) × (n ⊕ n → ℝ) => area p.1 p.2 := by
    simp only [area, dotProduct, Matrix.mulVec]
    fun_prop
  have pair : Tendsto (fun k : ℕ => (S ^ k *ᵥ x, S ^ k *ᵥ y)) atTop
      (𝓝 ((0 : n ⊕ n → ℝ), (0 : n ⊕ n → ℝ))) := hx.prodMk_nhds hy
  have lim : Tendsto (fun k : ℕ => area (S ^ k *ᵥ x) (S ^ k *ᵥ y)) atTop
      (𝓝 (area (0 : n ⊕ n → ℝ) 0)) := by
    have h1 := (hcont.tendsto ((0 : n ⊕ n → ℝ), (0 : n ⊕ n → ℝ))).comp pair
    simp only [Function.comp_def] at h1
    exact h1
  -- the area is the same at every step, so it equals its limit
  have const : ∀ k : ℕ, area (S ^ k *ᵥ x) (S ^ k *ᵥ y) = area x y :=
    fun k => (hS.pow k).area_eq x y
  simp only [const] at lim
  rw [tendsto_nhds_unique tendsto_const_nhds lim]
  simp [area]
```

The statement `∀ᶠ x in 𝓝 0` means "for all $x$ in some neighbourhood of the origin". `Nonempty n` expresses $d\ge1$; with no degrees of freedom, phase space is a single point and the claim fails. The step `all` is the rescaling by $t$, and the last lines evaluate the area of the conjugate pair.

```lean
/-- With at least one degree of freedom, the origin is not an attracting equilibrium of a
symplectic linear scheme: no neighbourhood of it consists of states whose orbits all decay
to zero. -/
theorem IsSymplectic.not_attracting [Nonempty n] {S : Matrix (n ⊕ n) (n ⊕ n) ℝ}
    (hS : IsSymplectic S) :
    ¬ ∀ᶠ x in 𝓝 (0 : n ⊕ n → ℝ), Tendsto (fun k : ℕ => S ^ k *ᵥ x) atTop (𝓝 0) := by
  intro h
  -- by linearity, local attraction would be global
  have all : ∀ x : n ⊕ n → ℝ, Tendsto (fun k : ℕ => S ^ k *ᵥ x) atTop (𝓝 0) := by
    intro x
    have hs : Tendsto (fun t : ℝ => t • x) (𝓝[≠] 0) (𝓝 0) := by
      have hc : Continuous fun t : ℝ => t • x := by fun_prop
      have h0 := hc.tendsto 0
      simp only [zero_smul] at h0
      exact h0.mono_left nhdsWithin_le_nhds
    obtain ⟨t, ht, ht0⟩ := ((hs.eventually h).and eventually_mem_nhdsWithin).exists
    have ht1 : t ≠ 0 := ht0
    have h2 := ht.const_smul t⁻¹
    simp only [Matrix.mulVec_smul, smul_smul, inv_mul_cancel₀ ht1, one_smul,
      smul_zero] at h2
    exact h2
  -- a position and its conjugate momentum span unit area
  obtain ⟨i⟩ := ‹Nonempty n›
  have h0 := hS.area_eq_zero_of_decay (all (Pi.single (Sum.inl i) 1))
    (all (Pi.single (Sum.inr i) 1))
  simp [area, stdJ] at h0
```

Convergence of the matrices is passed to each vector by continuity of $M\mapsto Mx$.

```lean
/-- With at least one degree of freedom, the powers of a symplectic matrix do not converge
to the zero matrix. -/
theorem IsSymplectic.pow_not_tendsto_zero [Nonempty n] {S : Matrix (n ⊕ n) (n ⊕ n) ℝ}
    (hS : IsSymplectic S) : ¬ Tendsto (fun k : ℕ => S ^ k) atTop (𝓝 0) := by
  intro h
  refine hS.not_attracting (Eventually.of_forall fun x => ?_)
  have hc : Continuous fun M : Matrix (n ⊕ n) (n ⊕ n) ℝ => M *ᵥ x :=
    continuous_id.matrix_mulVec continuous_const
  have h1 := (hc.tendsto 0).comp h
  simp only [Matrix.zero_mulVec] at h1
  exact h1
```

## The Verlet step

```lean
/-- The drift `q ↦ q + h W p` with inverse-mass matrix `W`. -/
def drift (h : ℝ) (W : Matrix n n ℝ) : Matrix (n ⊕ n) (n ⊕ n) ℝ :=
  fromBlocks 1 (h • W) 0 1

/-- The kick `p ↦ p - h K q` by harmonic forces with stiffness matrix `K`. -/
def kick (h : ℝ) (K : Matrix n n ℝ) : Matrix (n ⊕ n) (n ⊕ n) ℝ :=
  fromBlocks 1 0 (-(h • K)) 1

/-- One velocity Verlet step of length `h` for a harmonic system: half kick, drift, half kick. -/
def verlet (h : ℝ) (W K : Matrix n n ℝ) : Matrix (n ⊕ n) (n ⊕ n) ℝ :=
  kick (h / 2) K * drift h W * kick (h / 2) K
```

Block multiplication reduces each factor to the symmetry of `W` or `K`; the product rule does the rest.

```lean
/-- The velocity Verlet step of a harmonic system with symmetric inverse-mass and stiffness
matrices is symplectic. -/
theorem verlet_isSymplectic (h : ℝ) {W K : Matrix n n ℝ} (hW : W.IsSymm) (hK : K.IsSymm) :
    IsSymplectic (verlet h W K) := by
  have hd : IsSymplectic (drift h W) := by
    simp [IsSymplectic, stdJ, drift, fromBlocks_transpose, fromBlocks_multiply, hW.eq]
  have hk : IsSymplectic (kick (h / 2) K) := by
    simp [IsSymplectic, stdJ, kick, fromBlocks_transpose, fromBlocks_multiply, hK.eq]
  exact (hk.mul hd).mul hk
```

No sign of `K` or bound on `h` is assumed, so the next theorem makes no promise of stability: orbits may grow. The theorem is about harmonic forces only; it does not treat the anharmonic part of a real force field.

```lean
/-- For every time step, velocity Verlet applied to a harmonic system with symmetric
inverse-mass and stiffness matrices and at least one degree of freedom does not have the
origin as an attracting equilibrium. -/
theorem verlet_not_attracting [Nonempty n] (h : ℝ) {W K : Matrix n n ℝ}
    (hW : W.IsSymm) (hK : K.IsSymm) :
    ¬ ∀ᶠ x in 𝓝 (0 : n ⊕ n → ℝ),
      Tendsto (fun k : ℕ => verlet h W K ^ k *ᵥ x) atTop (𝓝 0) :=
  (verlet_isSymplectic h hW hK).not_attracting
```

## Single orbits may still decay

The map $(q,p)\mapsto(q/2,2p)$ is symplectic, because the factors $\tfrac12$ and $2$ cancel in $S^TJS$. Yet $S^k(q,0)=2^{-k}(q,0)\to0$. So the failure of attraction does not mean that every nonzero orbit fails to decay.

```lean
/-- The squeeze map `(q, p) ↦ (q / 2, 2 p)`. -/
def squeeze (m : Type*) [DecidableEq m] : Matrix (m ⊕ m) (m ⊕ m) ℝ :=
  fromBlocks ((1 / 2 : ℝ) • 1) 0 0 ((2 : ℝ) • 1)
```

In the proof, `step` is one halving and `key` its $k$-fold repetition.

```lean
/-- The squeeze map is symplectic, and yet each of its orbits that starts with zero momentum
decays to zero. -/
theorem squeeze_decay : IsSymplectic (squeeze n) ∧ ∀ q : n → ℝ,
    Tendsto (fun k : ℕ => squeeze n ^ k *ᵥ Sum.elim q (0 : n → ℝ)) atTop (𝓝 0) := by
  constructor
  · simp [IsSymplectic, stdJ, squeeze, fromBlocks_transpose, fromBlocks_multiply, smul_smul]
  · intro q
    have step : squeeze n *ᵥ Sum.elim q (0 : n → ℝ)
        = (1 / 2 : ℝ) • Sum.elim q (0 : n → ℝ) := by
      ext i
      rcases i with i | i <;> simp [squeeze, fromBlocks_mulVec, Matrix.smul_mulVec]
    -- each step halves the position
    have key : ∀ k : ℕ, squeeze n ^ k *ᵥ Sum.elim q (0 : n → ℝ)
        = (1 / 2 : ℝ) ^ k • Sum.elim q (0 : n → ℝ) := by
      intro k
      induction k with
      | zero => simp
      | succ k ih =>
        rw [pow_succ (squeeze n), ← Matrix.mulVec_mulVec, step, Matrix.mulVec_smul, ih,
          smul_smul, ← pow_succ']
    simp only [key]
    have h1 := (tendsto_pow_atTop_nhds_zero_of_lt_one (by norm_num : (0 : ℝ) ≤ 1 / 2)
      (by norm_num)).smul_const (Sum.elim q (0 : n → ℝ))
    simpa only [zero_smul] using h1

end

end SymplecticNoAttractor
```

```lean
#print axioms SymplecticNoAttractor.IsSymplectic.pow_not_tendsto_zero
-- 'SymplecticNoAttractor.IsSymplectic.pow_not_tendsto_zero' depends on axioms: [propext, Classical.choice, Quot.sound]
#print axioms SymplecticNoAttractor.verlet_not_attracting
-- 'SymplecticNoAttractor.verlet_not_attracting' depends on axioms: [propext, Classical.choice, Quot.sound]
#print axioms SymplecticNoAttractor.squeeze_decay
-- 'SymplecticNoAttractor.squeeze_decay' depends on axioms: [propext, Classical.choice, Quot.sound]
```
